# A Morse/long-range potential with \(u=C/r^n\) has the tail \(-C/r^n\) if its exponent function tends to \(\ln(2D_e/u(r_e))\)

When a Morse/long-range (MLR) curve is fitted to the spectrum of a diatomic molecule with a known dispersion coefficient \(C\), the limit of the exponent function at large separation is not left free. It is set to \(\ln(2D_e/u(r_e))\), where \(D_e\) is the well depth, \(r_e\) the equilibrium distance and \(u(r)=C/r^n\) the tail. With this value, for positive \(D_e\), \(C\) and \(r_e\), a positive integer \(n\) and a positive power \(p\) in the radial variable defined below, the fitted curve \(V\) satisfies

\[
r^n\,(V(r)-D_e)\to -C \qquad (r\to\infty).
\]

This matters for vibrational levels close to dissociation, whose outer turning points lie in the tail. The model is a single isolated radial curve, with no coupling to other electronic states, and its tail is a single inverse power; fits often use a sum of several such terms, sometimes damped at short range.

## The curve, its zero of energy and its minimum

The potential is built from a tail \(u\), an exponent function \(\beta\) and a reduced radial variable \(y\):

\[
V(r)=D_e\Bigl(1-\frac{u(r)}{u(r_e)}e^{-\beta(r)y(r)}\Bigr)^2,\qquad
y(r)=\frac{r^p-r_e^p}{r^p+r_e^p}.
\]

In Lean these are `mlr`, `inverseTail` and `radialVar`, all real functions of a real distance, with units left implicit. Energy is measured from the bottom of the well, so dissociation lies at \(D_e\), and \(C>0\) means attraction. In `mlr` both `u` and `β` are arbitrary functions.

```lean
import Mathlib

open Filter Topology

namespace MorseLongRange

noncomputable section

/-- The inverse-power long-range tail `u(r) = C / r^n`. -/
def inverseTail (C : ℝ) (n : ℕ) (r : ℝ) : ℝ := C / r ^ n

/-- The reduced radial variable `y(r) = (r^p - re^p) / (r^p + re^p)`. -/
def radialVar (p : ℕ) (re r : ℝ) : ℝ := (r ^ p - re ^ p) / (r ^ p + re ^ p)

/-- The Morse/long-range potential with well depth `De`, equilibrium distance `re`,
tail function `u` and exponent function `β`. -/
def mlr (De re : ℝ) (p : ℕ) (u β : ℝ → ℝ) (r : ℝ) : ℝ :=
  De * (1 - u r / u re * Real.exp (-β r * radialVar p re r)) ^ 2
```

Two hypotheses secure the bottom of the well. If \(u(r_e)\neq0\), then \(y(r_e)=0\) makes the bracket \(1-1=0\), so \(V(r_e)=0\); without it the normalised tail is meaningless. If \(D_e\ge0\), a non-negative number multiplies a square, so \(V\ge0\); a negative \(D_e\) would turn the well upside down. The proof uses `div_self hu` for the first and `mul_nonneg` for the second. Uniqueness of the minimum is not claimed, and it can fail for an unsuitable \(\beta\).

```lean
/-- The potential vanishes at the equilibrium distance and is nowhere negative. -/
theorem mlr_well_bottom {De re : ℝ} (p : ℕ) {u : ℝ → ℝ} (β : ℝ → ℝ)
    (hDe : 0 ≤ De) (hu : u re ≠ 0) :
    mlr De re p u β re = 0 ∧ ∀ r, 0 ≤ mlr De re p u β r := by
  constructor
  · simp [mlr, radialVar, div_self hu]
  · intro r
    exact mul_nonneg hDe (sq_nonneg _)
```

## A positive power \(p\) in the radial variable

The integer \(p\) controls how fast \(y\) approaches its limit. By hand,

\[
y(r)=1-\frac{2r_e^p}{r^p+r_e^p}\to1,
\]

because the denominator grows without bound when \(p>0\). The proof follows the same line: `hp` enters through `tendsto_pow_atTop`, and the rewritten form of \(y\) is identified with `radialVar` wherever the denominator is positive. For \(p=0\), \(y\) is zero everywhere, \(\beta\) drops out of the potential, and its limit can no longer adjust the tail.

```lean
/-- The reduced radial variable tends to one at large separation. -/
theorem radialVar_tendsto {p : ℕ} (hp : p ≠ 0) (re : ℝ) :
    Tendsto (radialVar p re) atTop (𝓝 1) := by
  have hden : Tendsto (fun r : ℝ => r ^ p + re ^ p) atTop atTop :=
    tendsto_atTop_add_const_right atTop _ (tendsto_pow_atTop hp)
  have h : Tendsto (fun r : ℝ => 1 - 2 * re ^ p / (r ^ p + re ^ p)) atTop (𝓝 (1 - 0)) :=
    tendsto_const_nhds.sub (hden.const_div_atTop _)
  rw [sub_zero] at h
  refine h.congr' ?_
  filter_upwards [hden.eventually_gt_atTop 0] with r hr
  unfold radialVar
  rw [eq_div_iff hr.ne', sub_mul, div_mul_cancel₀ _ hr.ne']
  ring
```

## A vanishing tail and an exponent function with a limit

That \(u\to0\) says that the fragments stop interacting at infinite separation. That \(\beta\to b\) says that the exponent function settles to a constant. Expanding the square where \(u(r)\ne0\) gives

\[
\frac{V-D_e}{u}=D_e\Bigl(-\frac{2}{u(r_e)}e^{-\beta y}+\frac{u}{u(r_e)^2}e^{-2\beta y}\Bigr)
\to-\frac{2D_e}{u(r_e)}e^{-b}.
\]

The limit of \(\beta\) and \(y\to1\) give \(e^{-\beta y}\to e^{-b}\), which is `hE` in the proof. The vanishing of \(u\) then removes the quadratic term in `h`. If \(u\) tended to a nonzero constant, that term would survive and shift the result. If \(\beta\) oscillated between two values, so would the apparent tail coefficient.

The hypothesis `hne`, that \(u\) is nonzero at all sufficiently large \(r\), allows the division by \(u\). At a zero of \(u\) Lean evaluates the quotient as 0, so a tail with zeros at arbitrarily large \(r\) would spoil the limit.

```lean
/-- If the exponent function tends to `b`, the potential measured from the dissociation limit,
in units of the tail `u`, tends to `-(2 De / u(re)) exp(-b)`. -/
theorem mlr_tail_ratio {De re b : ℝ} {p : ℕ} {u β : ℝ → ℝ} (hp : p ≠ 0)
    (hu : Tendsto u atTop (𝓝 0)) (hne : ∀ᶠ r in atTop, u r ≠ 0)
    (hβ : Tendsto β atTop (𝓝 b)) :
    Tendsto (fun r => (mlr De re p u β r - De) / u r) atTop
      (𝓝 (-(2 * De / u re * Real.exp (-b)))) := by
  have hE : Tendsto (fun r => Real.exp (-β r * radialVar p re r)) atTop
      (𝓝 (Real.exp (-b * 1))) :=
    (Real.continuous_exp.tendsto _).comp (hβ.neg.mul (radialVar_tendsto hp re))
  rw [mul_one] at hE
  -- expand the square: a term linear in the tail and a quadratic one that dies out
  have h : Tendsto (fun r => De * (-2 / u re * Real.exp (-β r * radialVar p re r)
      + u r / (u re) ^ 2 * Real.exp (-β r * radialVar p re r) ^ 2)) atTop
      (𝓝 (De * (-2 / u re * Real.exp (-b) + 0 / (u re) ^ 2 * Real.exp (-b) ^ 2))) :=
    ((hE.const_mul (-2 / u re)).add
      ((hu.div_const ((u re) ^ 2)).mul (hE.pow 2))).const_mul De
  have e : De * (-2 / u re * Real.exp (-b) + 0 / (u re) ^ 2 * Real.exp (-b) ^ 2)
      = -(2 * De / u re * Real.exp (-b)) := by ring
  rw [e] at h
  refine h.congr' ?_
  filter_upwards [hne] with r hr
  unfold mlr
  rw [eq_div_iff hr]
  ring
```

The tail condition could also be modelled as an asymptotic equivalence, \(V-D_e+u=o(u)\). This avoids the quotient and would make `hne` unnecessary, since \(V=D_e\) wherever \(u=0\). The price is a statement less directly readable as a ratio of energies.

## Positive depth, positive \(u(r_e)\), and the logarithmic limit

The conditions \(D_e>0\) and \(u(r_e)>0\) describe a bound well and a tail function that is attractive at the equilibrium distance. They make \(2D_e/u(r_e)\) positive, so its logarithm is real. Setting \(b=\ln(2D_e/u(r_e))\) gives

\[
-\frac{2D_e}{u(r_e)}\,e^{-b}=-\frac{2D_e}{u(r_e)}\cdot\frac{u(r_e)}{2D_e}=-1 .
\]

The proof does this with `Real.exp_log hpos`. With \(D_e=0\) the curve is flat and has no tail. With \(D_e>0\) and \(u(r_e)<0\), no real \(b\) gives \(-1\).

```lean
/-- For `De > 0`, `p ≠ 0` and a tail `u` that vanishes at infinity, is nonzero at large separation
and is positive at `re`: if the exponent function tends to `ln(2 De / u(re))`, then `(V - De) / u`
tends to `-1`. -/
theorem mlr_follows_tail {De re : ℝ} {p : ℕ} {u β : ℝ → ℝ} (hDe : 0 < De) (hp : p ≠ 0)
    (hure : 0 < u re) (hu : Tendsto u atTop (𝓝 0)) (hne : ∀ᶠ r in atTop, u r ≠ 0)
    (hβ : Tendsto β atTop (𝓝 (Real.log (2 * De / u re)))) :
    Tendsto (fun r => (mlr De re p u β r - De) / u r) atTop (𝓝 (-1)) := by
  have hpos : 0 < 2 * De / u re := by positivity
  have h := mlr_tail_ratio (De := De) (re := re) hp hu hne hβ
  rwa [Real.exp_neg, Real.exp_log hpos, mul_inv_cancel₀ hpos.ne'] at h
```

This result also admits a sum such as \(C_6/r^6+C_8/r^8\) with positive coefficients. It then fixes the leading behaviour of \(V-D_e\), but not the coefficient of the \(r^{-8}\) term.

## Positive \(C\), \(n\) and \(r_e\) for an inverse-power tail

For \(u=C/r^n\), the condition \(n>0\) makes the tail vanish at infinity, and \(C>0\) makes it nonzero at every positive distance. `inverseTail_vanishes` records the limit and the consequence needed later, that the tail is nonzero at all sufficiently large \(r\). For \(n=0\) the tail is a constant, and the limit of \(V-D_e\) would be \(-C+C^2/(4D_e)\).

```lean
/-- The inverse-power tail vanishes at infinity and is nonzero at large separation. -/
theorem inverseTail_vanishes {C : ℝ} {n : ℕ} (hC : 0 < C) (hn : n ≠ 0) :
    Tendsto (inverseTail C n) atTop (𝓝 0) ∧ ∀ᶠ r in atTop, inverseTail C n r ≠ 0 := by
  constructor
  · exact (tendsto_pow_atTop hn).const_div_atTop C
  · filter_upwards [eventually_gt_atTop (0 : ℝ)] with r hr
    exact (div_pos hC (pow_pos hr n)).ne'
```

A positive bond length \(r_e\), together with \(C>0\), gives \(u(r_e)=C/r_e^n>0\), which is `hure` below. Multiplying \((V-D_e)/u\to-1\) by \(C\) then gives the stated limit, because \(C/u(r)=r^n\) for \(r>0\). A repulsive tail, \(C<0\), is out of reach as long as \(\beta\) has a finite limit \(b\): for positive \(D_e\) and \(r_e\), the general limit is \(r^n(V-D_e)\to-2D_er_e^ne^{-b}\), which is negative for every real \(b\).

```lean
/-- With `u(r) = C / r^n` and an exponent function tending to `ln(2 De / u(re))`, the
Morse/long-range potential satisfies `r^n (V(r) - De) → -C`. -/
theorem mlr_inverse_power {De C re : ℝ} {n p : ℕ} {β : ℝ → ℝ} (hDe : 0 < De) (hC : 0 < C)
    (hre : 0 < re) (hn : n ≠ 0) (hp : p ≠ 0)
    (hβ : Tendsto β atTop (𝓝 (Real.log (2 * De / inverseTail C n re)))) :
    Tendsto (fun r => r ^ n * (mlr De re p (inverseTail C n) β r - De)) atTop (𝓝 (-C)) := by
  obtain ⟨hu, hne⟩ := inverseTail_vanishes hC hn
  have hure : 0 < inverseTail C n re := div_pos hC (pow_pos hre n)
  have h := (mlr_follows_tail (re := re) (u := inverseTail C n)
    hDe hp hure hu hne hβ).const_mul C
  rw [mul_neg_one] at h
  refine h.congr' ?_
  filter_upwards with r
  generalize mlr De re p (inverseTail C n) β r - De = X
  unfold inverseTail
  rw [div_div_eq_mul_div, mul_div_cancel₀ _ hC.ne', mul_comm]
```

## The correct coefficient as a hypothesis

Conversely, let \(C\), \(n\) and \(p\) be positive, and suppose that \(\beta\to b\) and that the curve has the coefficient \(-C\). Two expressions for the same limit must agree, so

\[
\frac{2D_e}{u(r_e)}e^{-b}=1,\qquad b=\ln\frac{2D_e}{u(r_e)}.
\]

The proof obtains the first equation from `tendsto_nhds_unique` and solves it for \(e^b\). Positivity of \(D_e\) and \(r_e\) is not assumed here. The existence of the limit \(b\) is: a \(\beta\) that diverges to \(-\infty\) can put the bracket in \(V\) near \(-1\) instead of \(+1\) and still produce the right tail.

```lean
/-- Conversely, if the exponent function tends to `b` and the potential has the tail
coefficient `-C`, then `b = ln(2 De / u(re))`. -/
theorem exponent_limit_unique {De C re b : ℝ} {n p : ℕ} {β : ℝ → ℝ} (hC : 0 < C)
    (hn : n ≠ 0) (hp : p ≠ 0) (hβ : Tendsto β atTop (𝓝 b))
    (hV : Tendsto (fun r => r ^ n * (mlr De re p (inverseTail C n) β r - De))
      atTop (𝓝 (-C))) :
    b = Real.log (2 * De / inverseTail C n re) := by
  obtain ⟨hu, hne⟩ := inverseTail_vanishes hC hn
  have h := (mlr_tail_ratio (De := De) (re := re) hp hu hne hβ).const_mul C
  have h' := h.congr' (f₂ := fun r => r ^ n * (mlr De re p (inverseTail C n) β r - De)) (by
    filter_upwards with r
    generalize mlr De re p (inverseTail C n) β r - De = X
    unfold inverseTail
    rw [div_div_eq_mul_div, mul_div_cancel₀ _ hC.ne', mul_comm])
  have huniq := tendsto_nhds_unique hV h'
  have h1 : 2 * De / inverseTail C n re * Real.exp (-b) = 1 :=
    mul_left_cancel₀ hC.ne' (by linarith)
  have h2 : Real.exp (-b) * Real.exp b = 1 := by
    rw [← Real.exp_add, neg_add_cancel, Real.exp_zero]
  have h3 : Real.exp b = 2 * De / inverseTail C n re := by
    linear_combination (-Real.exp b) * h1 + (2 * De / inverseTail C n re) * h2
  rw [← h3, Real.log_exp]
```

## A constant exponent function and \(0<p<n\)

The last result measures how closely the curve follows \(D_e-C/r^n\) when \(\beta=b\) at every distance, with \(b=\ln(2D_e/u(r_e))\) and positive \(D_e\), \(C\) and \(r_e\). Write \(s=1-y\). Since \(e^{-b}=u(r_e)/(2D_e)\),

\[
V=D_e-u\,e^{bs}+\frac{u^2}{4D_e}e^{2bs},
\]

and therefore

\[
r^{n+p}\Bigl(V-D_e+\frac{C}{r^n}\Bigr)=-C\,r^p(e^{bs}-1)+\frac{C^2}{4D_e}\,r^{p-n}e^{2bs}.
\]

From the definition of \(y\), \(r^ps=r_e^p(1+y)\to2r_e^p\), while \((e^{bs}-1)/s\to b\). The first term tends to \(-2Cb\,r_e^p\), and the second vanishes because \(p<n\).

In the proof, `hid` is the identity for \(r^ps\), `hq` is the slope of the exponential at zero, and `hk` is \(r^p/r^n\to0\). The positivity of \(r_e\) gives \(s\neq0\) in `hne`, so that the slope can be formed.

For \(p=n\) the second term would add \(C^2/(4D_e)\) to the limit; for \(p>n\) it would diverge. A varying \(\beta\) contributes through \(\beta-b\), which can change the coefficient or dominate it.

When \(b\ne0\), the deviation is thus of order \(r^{-(n+p)}\). With \(n=6\) and \(p=2\) it has the same power as a \(C_8/r^8\) dispersion term. When \(b=0\) the scaled deviation tends to zero, and the true order is higher.

```lean
/-- For a constant exponent function `b = ln(2 De / u(re))` and `0 < p < n`, the deviation of
the potential from `De - C / r^n`, multiplied by `r^(n+p)`, tends to `-2 C b re^p`. -/
theorem mlr_leading_deviation {De C re b : ℝ} {n p : ℕ} (hDe : 0 < De) (hC : 0 < C)
    (hre : 0 < re) (hp : p ≠ 0) (hpn : p < n)
    (hb : b = Real.log (2 * De / inverseTail C n re)) :
    Tendsto (fun r => r ^ (n + p) *
      (mlr De re p (inverseTail C n) (fun _ => b) r - (De - C / r ^ n)))
      atTop (𝓝 (-(2 * C * b * re ^ p))) := by
  have hy := radialVar_tendsto hp re
  have hid : ∀ r : ℝ, 0 < r →
      r ^ p * (1 - radialVar p re r) = re ^ p * (1 + radialVar p re r) := by
    intro r hr
    have hS : r ^ p + re ^ p ≠ 0 := by positivity
    have h : radialVar p re r * (r ^ p + re ^ p) = r ^ p - re ^ p := div_mul_cancel₀ _ hS
    linear_combination -h
  have hne : ∀ r : ℝ, 0 < r → 1 - radialVar p re r ≠ 0 := by
    intro r hr h0
    have h := hid r hr
    have h1 : radialVar p re r = 1 := by linarith
    rw [h1] at h
    have := pow_pos hre p
    linarith
  have hs0 : Tendsto (fun r => 1 - radialVar p re r) atTop (𝓝 0) := by
    simpa using hy.const_sub 1
  have hs : Tendsto (fun r => 1 - radialVar p re r) atTop (𝓝[≠] 0) := by
    refine tendsto_nhdsWithin_iff.mpr ⟨hs0, ?_⟩
    filter_upwards [eventually_gt_atTop (0 : ℝ)] with r hr
    exact hne r hr
  -- the slope of the exponential at zero gives the first-order deviation
  have hd : HasDerivAt (fun x : ℝ => Real.exp (b * x)) (Real.exp (b * 0) * (b * 1)) 0 :=
    ((hasDerivAt_id (0 : ℝ)).const_mul b).exp
  have hq : Tendsto (fun r => (1 - radialVar p re r)⁻¹ *
      (Real.exp (b * (1 - radialVar p re r)) - 1)) atTop (𝓝 b) := by
    have h0 := (hasDerivAt_iff_tendsto_slope_zero.mp hd).comp hs
    simpa [Function.comp_def] using h0
  have hE : Tendsto (fun r => Real.exp (b * (1 - radialVar p re r))) atTop
      (𝓝 (Real.exp (b * 0))) :=
    (Real.continuous_exp.tendsto _).comp (hs0.const_mul b)
  have hk : Tendsto (fun r : ℝ => r ^ p / r ^ n) atTop (𝓝 0) := by
    have h : Tendsto (fun r : ℝ => 1 / r ^ (n - p)) atTop (𝓝 0) :=
      (tendsto_pow_atTop (Nat.sub_ne_zero_of_lt hpn)).const_div_atTop 1
    refine h.congr' ?_
    filter_upwards [eventually_gt_atTop (0 : ℝ)] with r hr
    rw [div_eq_div_iff (pow_pos hr _).ne' (pow_pos hr _).ne', one_mul, ← pow_add,
      Nat.add_sub_of_le hpn.le]
  have h : Tendsto (fun r => C * -(re ^ p * (1 + radialVar p re r) *
      ((1 - radialVar p re r)⁻¹ * (Real.exp (b * (1 - radialVar p re r)) - 1)))
      + C ^ 2 / (4 * De) * (r ^ p / r ^ n) * Real.exp (b * (1 - radialVar p re r)) ^ 2) atTop
      (𝓝 (C * -(re ^ p * (1 + 1) * b) + C ^ 2 / (4 * De) * 0 * Real.exp (b * 0) ^ 2)) :=
    ((((hy.const_add 1).const_mul (re ^ p)).mul hq).neg.const_mul C).add
      ((hk.const_mul (C ^ 2 / (4 * De))).mul (hE.pow 2))
  have e : C * -(re ^ p * (1 + 1) * b) + C ^ 2 / (4 * De) * 0 * Real.exp (b * 0) ^ 2
      = -(2 * C * b * re ^ p) := by ring
  rw [e] at h
  refine h.congr' ?_
  filter_upwards [eventually_gt_atTop (0 : ℝ)] with r hr
  have hue : 0 < inverseTail C n re := div_pos hC (pow_pos hre n)
  have hexp : Real.exp (-b * radialVar p re r)
      = inverseTail C n re / (2 * De) * Real.exp (b * (1 - radialVar p re r)) := by
    have hb' : Real.exp (-b) = inverseTail C n re / (2 * De) := by
      rw [Real.exp_neg, hb, Real.exp_log (by positivity), inv_div]
    rw [← hb', ← Real.exp_add]
    congr 1
    ring
  have hrn : r ^ n ≠ 0 := (pow_pos hr n).ne'
  unfold mlr
  rw [hexp, ← hid r hr, mul_assoc (r ^ p), mul_inv_cancel_left₀ (hne r hr), pow_add]
  generalize Real.exp (b * (1 - radialVar p re r)) = E
  have hc : inverseTail C n r / inverseTail C n re * (inverseTail C n re / (2 * De) * E)
      = C / r ^ n * E / (2 * De) := by
    rw [← mul_assoc, div_mul_div_cancel₀ hue.ne']
    unfold inverseTail
    ring
  rw [hc]
  field_simp
  ring

end

end MorseLongRange
```

```lean
#print axioms MorseLongRange.mlr_well_bottom
#print axioms MorseLongRange.mlr_inverse_power
#print axioms MorseLongRange.exponent_limit_unique
#print axioms MorseLongRange.mlr_leading_deviation
```

```
'MorseLongRange.mlr_well_bottom' depends on axioms: [propext, Classical.choice, Quot.sound]
'MorseLongRange.mlr_inverse_power' depends on axioms: [propext, Classical.choice, Quot.sound]
'MorseLongRange.exponent_limit_unique' depends on axioms: [propext, Classical.choice, Quot.sound]
'MorseLongRange.mlr_leading_deviation' depends on axioms: [propext, Classical.choice, Quot.sound]
```
